# Trace bounds for the g factor averaged over an orientation grid with isotropic second moments

A calculated g tensor is often condensed into a single number, one third of its trace, and this number is then used as the average g factor of a powder or frozen solution. The two are different quantities. The Zeeman splitting in a field along the unit vector n is governed by the length |g n|, and the average of a length is not in general a third of a trace. Without a bound on the difference, the substitution brings in an error of unknown sign and size.

For an effective spin 1/2 with the linear Zeeman term μ_B S·g·B, where μ_B is the Bohr magneton, S the spin and B the field, the splitting is μ_B |B| |g n|. If the term is written B·g·S instead, gᵀ takes the place of g; for a symmetric tensor the two agree.

## The average lies between a third of the trace and a root mean square

Let g be any real 3×3 matrix. Let n_k be finitely many unit vectors with weights w_k > 0 such that

∑_k w_k n_k n_kᵀ = Id/3.

This condition says that the grid has the same second moments as a uniform distribution of directions. Write G_k = |g n_k| for the effective g factors and M = ∑_k w_k G_k for their average. Then

Tr(g)/3 ≤ M ≤ √(Tr(gᵀg)/3).

Neither symmetry nor positivity of g is needed. For symmetric g the upper bound is √(Tr(g²)/3).

**Averaging a quadratic form.** For any real 3×3 matrix A, exchanging the sums gives

∑_k w_k n_k·A n_k = ∑_ij A_ij ∑_k w_k (n_k)_i (n_k)_j = ∑_ij A_ij δ_ij/3 = Tr(A)/3.

With A = Id the left side is ∑_k w_k and the right side is 1, so the weights sum to 1.

**Lower bound.** For a unit vector n and a real number t,

|g n − t n|² = |g n|² − 2t n·g n + t².

Setting t = n·g n gives 0 ≤ |g n|² − (n·g n)², hence n·g n ≤ |g n|. Averaging over the grid, with A = g on the left, gives Tr(g)/3 ≤ M.

**Upper bound.** Since |g n|² = n·gᵀg n, the average of G_k² is Tr(gᵀg)/3. Expanding the square and using ∑_k w_k = 1,

∑_k w_k (G_k − M)² = Tr(gᵀg)/3 − 2M² + M² = Tr(gᵀg)/3 − M².

The left side is a variance and is nonnegative, so M² ≤ Tr(gᵀg)/3, and the upper bound follows.

**Equality.** The gap at the lower end is

M − Tr(g)/3 = ∑_k w_k (G_k − n_k·g n_k).

All terms are nonnegative and all weights positive, so the gap vanishes exactly when n_k·g n_k = G_k for every k. Setting t = G_k in the expansion above turns this into g n_k = G_k n_k. At the upper end the variance must vanish, so every G_k equals M.

**Both ends are reached.** Let g be diagonal with entries d₀, d₁, d₂. On the three Cartesian axes with weights 1/3, the effective g factors are |d₀|, |d₁|, |d₂|. If the entries are nonnegative, M is their arithmetic mean, which is the lower bound. Now take the four directions (1, 1, 1)/√3, (1, −1, −1)/√3, (−1, 1, −1)/√3 and (−1, −1, 1)/√3, which point to the corners of a regular tetrahedron, with weights 1/4. Each squared component is 1/3, so every G_k equals √((d₀² + d₁² + d₂²)/3), which is the upper bound.

## From a computed tensor to an interval

Suppose an electronic-structure calculation returns a symmetric tensor with principal values 2.0, 2.1 and 2.3, chosen here for illustration. A third of the trace is 2.1333, and the root mean square of the principal values is 2.1370. For this effective spin-1/2 model, the average on every grid of the stated kind lies in that interval, whose width is less than 0.004. When the computed tensor is not symmetric, Tr(gᵀg) is the sum of the squares of all nine entries.

The second-moment condition does real work. Take g = diag(2, 2, 3) and a single direction with weight 1. Along z the average is 3, above the upper bound √(17/3) ≈ 2.38; along x it is 2, below the lower bound 7/3. Unit vectors with positive weights that sum to 1 are therefore not enough.

## The effective g factor and the grid in Lean

```lean
import Mathlib

open Matrix

namespace PowderAveragedGFactor

noncomputable section
```

The effective g factor is the square root of the dot product of g n with itself. The symbol `*ᵥ` applies a matrix to a vector, and `⬝ᵥ` is the dot product.

```lean
/-- The effective g factor along the direction `n`: the length of the vector `g n`. -/
def gEff (g : Matrix (Fin 3) (Fin 3) ℝ) (n : Fin 3 → ℝ) : ℝ :=
  √((g *ᵥ n) ⬝ᵥ (g *ᵥ n))
```

`IsPowderGrid w n` collects the three conditions on the grid: positive weights, unit directions, and the second-moment condition written entry by entry. The index type `ι` labels the grid points. Normalisation of the weights is not a field of the structure, because it follows from the others.

```lean
/-- A finite orientation grid: positive weights `w k` and unit vectors `n k` whose weighted
second moment `∑ w n nᵀ` is one third of the identity. -/
structure IsPowderGrid {ι : Type*} [Fintype ι] (w : ι → ℝ) (n : ι → Fin 3 → ℝ) : Prop where
  pos : ∀ k, 0 < w k
  unit : ∀ k, n k ⬝ᵥ n k = 1
  moment : ∀ i j, ∑ k, w k * (n k i * n k j) =
    1 / 3 * (1 : Matrix (Fin 3) (Fin 3) ℝ) i j
```

`powderMean` is M. It weights each direction by `w k` alone, without transition probabilities, so it is an average of g factors and not the centre of a recorded spectrum.

```lean
/-- The orientation-averaged g factor: the weighted sum of the effective g factors. -/
def powderMean {ι : Type*} [Fintype ι] (g : Matrix (Fin 3) (Fin 3) ℝ)
    (w : ι → ℝ) (n : ι → Fin 3 → ℝ) : ℝ :=
  ∑ k, w k * gEff g (n k)
```

In an ideal powder the directions are uniformly distributed, and the average is an integral over the unit sphere. The two bounds follow by the same argument with integrals in place of sums, but the theorems below concern finite sums.

## Quadratic forms and projections

The first lemma is |g v|² = v·gᵀg v. The square root is removed because its argument is a sum of squares, and the rest is an identity in components.

```lean
variable {ι : Type*} [Fintype ι] {w : ι → ℝ} {n : ι → Fin 3 → ℝ}

/-- The squared effective g factor is the quadratic form of `gᵀ g`. -/
theorem gEff_sq (g : Matrix (Fin 3) (Fin 3) ℝ) (v : Fin 3 → ℝ) :
    gEff g v ^ 2 = v ⬝ᵥ (gᵀ * g) *ᵥ v := by
  have hs : gEff g v ^ 2 = (g *ᵥ v) ⬝ᵥ (g *ᵥ v) :=
    Real.sq_sqrt (Finset.sum_nonneg fun i _ => mul_self_nonneg _)
  rw [hs]
  simp only [dotProduct, Matrix.mulVec, Matrix.mul_apply, Matrix.transpose_apply,
    Fin.sum_univ_three]
  ring
```

The next lemma contains the projection inequality and its equality case. The statement `key` is the expansion of |g v − t v|², in which the unit length `hv` accounts for the term t². Setting t to the projection gives the inequality. Setting t to `gEff g v` makes the sum of squares zero when equality holds, so each component vanishes.

```lean
/-- For a unit vector `v`, the projection `v · g v` is at most the effective g factor, with
equality exactly when `g v` is the effective g factor times `v`. -/
theorem projection_le_gEff (g : Matrix (Fin 3) (Fin 3) ℝ) {v : Fin 3 → ℝ}
    (hv : v ⬝ᵥ v = 1) :
    v ⬝ᵥ g *ᵥ v ≤ gEff g v ∧ (v ⬝ᵥ g *ᵥ v = gEff g v ↔ g *ᵥ v = gEff g v • v) := by
  have h0 : 0 ≤ gEff g v := Real.sqrt_nonneg _
  have hs : gEff g v ^ 2 = (g *ᵥ v) ⬝ᵥ (g *ᵥ v) :=
    Real.sq_sqrt (Finset.sum_nonneg fun i _ => mul_self_nonneg _)
  -- squared distance between `g v` and a multiple of `v`
  have key : ∀ t : ℝ, ∑ i, ((g *ᵥ v) i - t * v i) ^ 2 =
      gEff g v ^ 2 - 2 * t * (v ⬝ᵥ g *ᵥ v) + t ^ 2 := by
    intro t
    rw [hs]
    generalize g *ᵥ v = u
    simp only [dotProduct, Fin.sum_univ_three] at hv ⊢
    linear_combination t ^ 2 * hv
  refine ⟨?_, ?_, ?_⟩
  · have h1 := key (v ⬝ᵥ g *ᵥ v)
    have h2 : 0 ≤ ∑ i, ((g *ᵥ v) i - (v ⬝ᵥ g *ᵥ v) * v i) ^ 2 :=
      Finset.sum_nonneg fun i _ => sq_nonneg _
    nlinarith
  · intro e
    have hz : ∑ i, ((g *ᵥ v) i - gEff g v * v i) ^ 2 = 0 := by
      rw [key, e]; ring
    funext i
    have h1 := (Finset.sum_eq_zero_iff_of_nonneg (fun i _ => sq_nonneg _)).1 hz i
      (Finset.mem_univ i)
    have h2 := (pow_eq_zero_iff two_ne_zero).1 h1
    simp only [Pi.smul_apply, smul_eq_mul]
    linarith
  · intro e
    rw [e, dotProduct_smul, hv, smul_eq_mul, mul_one]
```

## Grid averages and the variance

`mean_quadratic` is the averaging rule for an arbitrary matrix `A`. The auxiliary equation `e` exchanges the sums, after which `h.moment` supplies the Kronecker delta.

```lean
/-- An orientation grid averages the quadratic form of any matrix to one third of its trace. -/
theorem mean_quadratic (h : IsPowderGrid w n) (A : Matrix (Fin 3) (Fin 3) ℝ) :
    ∑ k, w k * (n k ⬝ᵥ A *ᵥ n k) = A.trace / 3 := by
  have e : ∑ k, w k * (n k ⬝ᵥ A *ᵥ n k) =
      ∑ i, ∑ j, A i j * ∑ k, w k * (n k i * n k j) := by
    simp only [dotProduct, Matrix.mulVec, Fin.sum_univ_three]
    simp only [Finset.mul_sum, ← Finset.sum_add_distrib]
    exact Finset.sum_congr rfl fun k _ => by ring
  rw [e]
  simp [h.moment, Fin.sum_univ_three, Matrix.trace_fin_three, Matrix.one_apply]
  ring
```

In `variance_gEff`, `hw` obtains the sum of the weights from the identity matrix, `hq` obtains the mean square from `gᵀ * g`, and `e` expands the square about an arbitrary number `m`, which is then set to the average.

```lean
/-- The variance of the effective g factor over an orientation grid is `Tr(gᵀ g)/3` minus the
square of the orientation-averaged g factor. -/
theorem variance_gEff (h : IsPowderGrid w n) (g : Matrix (Fin 3) (Fin 3) ℝ) :
    ∑ k, w k * (gEff g (n k) - powderMean g w n) ^ 2 =
      (gᵀ * g).trace / 3 - powderMean g w n ^ 2 := by
  -- the weights sum to one: average the identity matrix
  have hw : ∑ k, w k = 1 := by
    simpa [h.unit] using mean_quadratic h 1
  have hq : ∑ k, w k * gEff g (n k) ^ 2 = (gᵀ * g).trace / 3 := by
    simp only [gEff_sq]
    exact mean_quadratic h _
  have hm : ∑ k, w k * gEff g (n k) = powderMean g w n := rfl
  have e : ∀ m : ℝ, ∑ k, w k * (gEff g (n k) - m) ^ 2 =
      ∑ k, w k * gEff g (n k) ^ 2 - 2 * m * ∑ k, w k * gEff g (n k) + m ^ 2 * ∑ k, w k := by
    intro m
    simp only [Finset.mul_sum, ← Finset.sum_sub_distrib, ← Finset.sum_add_distrib]
    exact Finset.sum_congr rfl fun k _ => by ring
  rw [e, hq, hm, hw]
  ring
```

## The two-sided bound

The theorem takes any real 3×3 matrix `g` and any grid satisfying `IsPowderGrid`. Its first half replaces the trace by a grid average and compares the two sums term by term. Its second half combines the variance identity with the nonnegativity of the variance.

```lean
/-- On any orientation grid, the averaged g factor of a real 3 by 3 matrix `g` lies between
`Tr(g)/3` and the square root of `Tr(gᵀ g)/3`. -/
theorem powderMean_bracket (h : IsPowderGrid w n) (g : Matrix (Fin 3) (Fin 3) ℝ) :
    g.trace / 3 ≤ powderMean g w n ∧ powderMean g w n ≤ √((gᵀ * g).trace / 3) := by
  constructor
  · rw [← mean_quadratic h g]
    unfold powderMean
    exact Finset.sum_le_sum fun k _ =>
      mul_le_mul_of_nonneg_left (projection_le_gEff g (h.unit k)).1 (h.pos k).le
  · -- a variance is nonnegative
    have hv := variance_gEff h g
    have h0 : 0 ≤ ∑ k, w k * (gEff g (n k) - powderMean g w n) ^ 2 :=
      Finset.sum_nonneg fun k _ => mul_nonneg (h.pos k).le (sq_nonneg _)
    exact (le_abs_self _).trans (Real.abs_le_sqrt (by linarith))
```

For a tensor with negative principal values the lower bound remains true but may say little: for g = −2 Id it is −2, while the average is 2.

## When the bounds are attained

The lower bound is attained exactly when `g` maps each grid direction to `gEff g (n k)` times itself, so that each direction is an eigenvector with a nonnegative eigenvalue. The proof writes the gap as a sum of nonnegative terms (`hd` and `hnn`) and uses the strict positivity of the weights to conclude that each bracket is zero.

```lean
/-- The averaged g factor equals `Tr(g)/3` exactly when, at every grid point, `g` maps the
direction to itself times the effective g factor. -/
theorem powderMean_eq_lower_iff (h : IsPowderGrid w n) (g : Matrix (Fin 3) (Fin 3) ℝ) :
    powderMean g w n = g.trace / 3 ↔ ∀ k, g *ᵥ n k = gEff g (n k) • n k := by
  have hd : powderMean g w n - g.trace / 3 =
      ∑ k, w k * (gEff g (n k) - n k ⬝ᵥ g *ᵥ n k) := by
    rw [← mean_quadratic h g, powderMean, ← Finset.sum_sub_distrib]
    exact Finset.sum_congr rfl fun k _ => by ring
  have hnn : ∀ k ∈ Finset.univ, 0 ≤ w k * (gEff g (n k) - n k ⬝ᵥ g *ᵥ n k) := fun k _ =>
    mul_nonneg (h.pos k).le (sub_nonneg.2 (projection_le_gEff g (h.unit k)).1)
  rw [← sub_eq_zero, hd, Finset.sum_eq_zero_iff_of_nonneg hnn]
  constructor
  · intro H k
    have h1 := (mul_eq_zero.1 (H k (Finset.mem_univ k))).resolve_left (h.pos k).ne'
    exact (projection_le_gEff g (h.unit k)).2.1 (by linarith)
  · intro H k _
    rw [(projection_le_gEff g (h.unit k)).2.2 (H k), sub_self, mul_zero]
```

The upper bound is attained exactly when the effective g factor is the same at all grid points. In the forward direction, squaring the assumed equality makes the variance zero, and positive weights then force every deviation to vanish. In the reverse direction the variance is zero by assumption, and since the average is nonnegative it equals the square root of its own square.

```lean
/-- The averaged g factor equals the square root of `Tr(gᵀ g)/3` exactly when the effective
g factor at every grid point equals the average. -/
theorem powderMean_eq_upper_iff (h : IsPowderGrid w n) (g : Matrix (Fin 3) (Fin 3) ℝ) :
    powderMean g w n = √((gᵀ * g).trace / 3) ↔ ∀ k, gEff g (n k) = powderMean g w n := by
  have hv := variance_gEff h g
  have hnn : ∀ k ∈ Finset.univ, 0 ≤ w k * (gEff g (n k) - powderMean g w n) ^ 2 :=
    fun k _ => mul_nonneg (h.pos k).le (sq_nonneg _)
  constructor
  · intro e k
    have hT : 0 ≤ (gᵀ * g).trace / 3 := by
      have h1 := Finset.sum_nonneg hnn
      have h2 := sq_nonneg (powderMean g w n)
      linarith
    have hm : powderMean g w n ^ 2 = (gᵀ * g).trace / 3 := by rw [e, Real.sq_sqrt hT]
    rw [hm, sub_self] at hv
    have h1 := (Finset.sum_eq_zero_iff_of_nonneg hnn).1 hv k (Finset.mem_univ k)
    have h2 := (pow_eq_zero_iff two_ne_zero).1 ((mul_eq_zero.1 h1).resolve_left (h.pos k).ne')
    linarith
  · intro H
    have hz : ∑ k, w k * (gEff g (n k) - powderMean g w n) ^ 2 = 0 :=
      Finset.sum_eq_zero fun k _ => by rw [H k]; ring
    have hm : (gᵀ * g).trace / 3 = powderMean g w n ^ 2 := by linarith
    have h0 : 0 ≤ powderMean g w n :=
      Finset.sum_nonneg fun k _ => mul_nonneg (h.pos k).le (Real.sqrt_nonneg _)
    rw [hm, Real.sqrt_sq h0]
```

## Two grids that reach the ends

The first grid consists of the Cartesian axes.

```lean
/-- The three Cartesian axes. -/
def axes : Fin 3 → Fin 3 → ℝ := ![![1, 0, 0], ![0, 1, 0], ![0, 0, 1]]
```

The second starts from four alternate corners of a cube. These vectors have length √3.

```lean
/-- Sign patterns of four alternate corners of a cube. -/
def corners : Fin 4 → Fin 3 → ℝ := ![![1, 1, 1], ![1, -1, -1], ![-1, 1, -1], ![-1, -1, 1]]
```

Dividing by √3 gives the unit vectors used as directions.

```lean
/-- The four unit vectors along `corners`, which point to the corners of a regular tetrahedron. -/
def tetrahedron (k : Fin 4) (i : Fin 3) : ℝ := corners k i / √3
```

Each of the last two theorems states that the directions form a valid grid and gives the value of the average for a diagonal tensor with entries `d 0`, `d 1`, `d 2`. For the axes, the grid conditions are checked entry by entry, and `hval` shows that the effective g factor along axis `k` is `d k`. This is where nonnegative entries are needed, since the effective g factor is otherwise |d k|.

```lean
/-- The three axes with equal weights form an orientation grid, on which a diagonal g tensor
with nonnegative principal values `d` has their arithmetic mean as averaged g factor. -/
theorem axes_attain_lower (d : Fin 3 → ℝ) (hd : ∀ i, 0 ≤ d i) :
    IsPowderGrid (fun _ : Fin 3 => (1 / 3 : ℝ)) axes ∧
      powderMean (diagonal d) (fun _ => 1 / 3) axes = (d 0 + d 1 + d 2) / 3 := by
  refine ⟨⟨fun _ => by norm_num, fun k => ?_, fun i j => ?_⟩, ?_⟩
  · simp only [dotProduct, Fin.sum_univ_three]
    fin_cases k <;> simp [axes]
  · simp only [Fin.sum_univ_three]
    fin_cases i <;> fin_cases j <;> simp [axes]
  · have hval : ∀ k, gEff (diagonal d) (axes k) = d k := by
      intro k
      have e : (diagonal d *ᵥ axes k) ⬝ᵥ (diagonal d *ᵥ axes k) = d k ^ 2 := by
        simp only [dotProduct, Matrix.mulVec_diagonal, Fin.sum_univ_three]
        fin_cases k <;> simp [axes] <;> ring
      rw [gEff, e, Real.sqrt_sq (hd k)]
    simp only [powderMean, hval, Fin.sum_univ_three]
    ring
```

For the tetrahedron, `hp` removes the square roots from products of components, and `hs` records that each squared component is 1/3. The effective g factor is then the same in all four directions, whatever the signs of the entries.

```lean
/-- The four directions of `tetrahedron` with equal weights form an orientation grid, on which a
diagonal g tensor has the root mean square of its diagonal entries as averaged g factor. -/
theorem tetrahedron_attains_upper (d : Fin 3 → ℝ) :
    IsPowderGrid (fun _ : Fin 4 => (1 / 4 : ℝ)) tetrahedron ∧
      powderMean (diagonal d) (fun _ => 1 / 4) tetrahedron =
        √((d 0 ^ 2 + d 1 ^ 2 + d 2 ^ 2) / 3) := by
  have hp : ∀ k i j, tetrahedron k i * tetrahedron k j = corners k i * corners k j / 3 := by
    intro k i j
    rw [tetrahedron, tetrahedron, div_mul_div_comm, Real.mul_self_sqrt (by norm_num)]
  have hs : ∀ k i, tetrahedron k i * tetrahedron k i = 1 / 3 := by
    intro k i
    rw [hp]
    fin_cases k <;> fin_cases i <;> norm_num [corners]
  refine ⟨⟨fun _ => by norm_num, fun k => ?_, fun i j => ?_⟩, ?_⟩
  · simp only [dotProduct, hs, Fin.sum_univ_three]
    norm_num
  · simp only [hp, Fin.sum_univ_four]
    fin_cases i <;> fin_cases j <;> simp [corners] <;> norm_num
  · -- every tetrahedral direction sees the same effective g factor
    have hval : ∀ k, gEff (diagonal d) (tetrahedron k) =
        √((d 0 ^ 2 + d 1 ^ 2 + d 2 ^ 2) / 3) := by
      intro k
      unfold gEff
      congr 1
      simp only [dotProduct, Matrix.mulVec_diagonal, Fin.sum_univ_three]
      linear_combination d 0 ^ 2 * hs k 0 + d 1 ^ 2 * hs k 1 + d 2 ^ 2 * hs k 2
    simp only [powderMean, hval, Fin.sum_univ_four]
    ring

end

end PowderAveragedGFactor
```

For a diagonal tensor with unequal nonnegative entries, the two grids thus give different averages although their second moments agree. Second moments alone therefore do not fix the averaged g factor.

```lean
#print axioms PowderAveragedGFactor.variance_gEff
#print axioms PowderAveragedGFactor.powderMean_bracket
#print axioms PowderAveragedGFactor.axes_attain_lower
#print axioms PowderAveragedGFactor.tetrahedron_attains_upper
```

```
'PowderAveragedGFactor.variance_gEff' depends on axioms: [propext, Classical.choice, Quot.sound]
'PowderAveragedGFactor.powderMean_bracket' depends on axioms: [propext, Classical.choice, Quot.sound]
'PowderAveragedGFactor.axes_attain_lower' depends on axioms: [propext, Classical.choice, Quot.sound]
'PowderAveragedGFactor.tetrahedron_attains_upper' depends on axioms: [propext, Classical.choice, Quot.sound]
```
